# Vertices at distance d give a finite simple graph at least d + 1 distinct adjacency eigenvalues

Let \(G\) be a finite simple graph with adjacency matrix \(A\), and let \(u\) and \(v\) be two vertices whose shortest connecting path has \(d\) bonds. Then \(I, A, \dots, A^d\) are linearly independent, and \(A\) has at least \(d+1\) distinct real eigenvalues. The Hückel Hamiltonian \(\alpha I+\beta A\) has at least \(d+1\) distinct energies whenever \(\beta\neq 0\).

In this non-interacting model, with one \(\alpha\) for all atoms and one \(\beta\) for all bonds, the result limits degeneracy: \(n\) orbitals spread over at least \(d+1\) levels leave no level more than \(n-d\) orbitals.

## Atoms, levels and the Hückel matrix

The atoms form a finite type `V`, and the bonds are the edges of a `SimpleGraph V`.

In Lean 4 with Mathlib:

```lean
import Mathlib

open Matrix Polynomial

namespace HuckelDistinctLevels

variable {V : Type*} [Fintype V] [DecidableEq V]
```

A level of a real matrix \(M\) is a number \(E\) for which \(Mc=Ec\) has a solution \(c\neq 0\). The levels form a set, so a degenerate level counts once.

```lean
/-- The levels of a real matrix: the numbers `E` for which `M c = E c` has a nonzero
solution `c`. -/
def levels (M : Matrix V V ℝ) : Set ℝ :=
  {E | ∃ c : V → ℝ, c ≠ 0 ∧ M *ᵥ c = E • c}
```

The on-site energy \(\alpha\) is that of an electron in a single p orbital, and the resonance integral \(\beta\) couples orbitals on bonded atoms. Orbital overlap is neglected, and heteroatoms and unequal bonds are not covered.

```lean
/-- The Hückel Hamiltonian `α I + β A` of a molecular graph, with on-site energy `α` and
resonance integral `β`. -/
def huckel (G : SimpleGraph V) [DecidableRel G.Adj] (α β : ℝ) : Matrix V V ℝ :=
  α • (1 : Matrix V V ℝ) + β • G.adjMatrix ℝ
```

## Powers of A detect walks

A walk may revisit atoms and bonds. Splitting off its first step gives

\[
(A^{k+1})_{uv}=\sum_w A_{uw}\,(A^k)_{wv}.
\]

If the left side is nonzero, some term is nonzero. Then \(u\) is bonded to \(w\), and by induction a walk of \(k\) bonds leads from \(w\) to \(v\), which makes \(k+1\) bonds in all. Conversely, a walk makes one term positive, and the others cannot cancel it because all entries are nonnegative. The induction starts from \(A^0=I\), where only the empty walk from an atom to itself contributes.

```lean
/-- The `(u, v)` entry of the `k`-th power of the adjacency matrix is nonzero exactly when
some walk of `k` bonds leads from `u` to `v`. -/
theorem adj_pow_ne_zero_iff (G : SimpleGraph V) [DecidableRel G.Adj] (k : ℕ) (u v : V) :
    (G.adjMatrix ℝ ^ k) u v ≠ 0 ↔ ∃ p : G.Walk u v, p.length = k := by
  have hA : ∀ a b, 0 ≤ G.adjMatrix ℝ a b := by
    intro a b
    rw [SimpleGraph.adjMatrix_apply]
    split_ifs <;> norm_num
  have hnn : ∀ (n : ℕ) (a b : V), 0 ≤ (G.adjMatrix ℝ ^ n) a b := by
    intro n
    induction n with
    | zero =>
      intro a b
      rw [pow_zero, Matrix.one_apply]
      split_ifs <;> norm_num
    | succ n ih =>
      intro a b
      rw [pow_succ', Matrix.mul_apply]
      exact Finset.sum_nonneg fun w _ => mul_nonneg (hA a w) (ih w b)
  constructor
  · -- a nonzero entry has a nonzero summand, which supplies the first bond
    induction k generalizing u with
    | zero =>
      intro h
      by_cases huv : u = v
      · subst huv
        exact ⟨SimpleGraph.Walk.nil, rfl⟩
      · exact absurd (by simp [huv]) h
    | succ k ih =>
      intro h
      rw [pow_succ', Matrix.mul_apply] at h
      obtain ⟨w, _, hw⟩ := Finset.exists_ne_zero_of_sum_ne_zero h
      have huw : G.Adj u w := by
        by_contra hn
        exact hw (by simp [SimpleGraph.adjMatrix_apply, hn])
      obtain ⟨p, hp⟩ := ih w (right_ne_zero_of_mul hw)
      exact ⟨SimpleGraph.Walk.cons huw p, by simp [hp]⟩
  · -- nonnegative summands cannot cancel the contribution of a walk
    rintro ⟨p, rfl⟩
    apply ne_of_gt
    induction p with
    | nil => simp
    | @cons a b c hab p ih =>
      rw [SimpleGraph.Walk.length_cons, pow_succ', Matrix.mul_apply]
      refine Finset.sum_pos' (fun w _ => mul_nonneg (hA a w) (hnn _ w c))
        ⟨b, Finset.mem_univ b, ?_⟩
      rw [SimpleGraph.adjMatrix_apply, if_pos hab, one_mul]
      exact ih
```

## No nonzero polynomial of degree at most d annihilates A

The hypothesis `G.edist u v = d` uses a distance that is infinite when no walk joins the two atoms. Equality with a natural number therefore says that \(u\) and \(v\) are joined; the rest of the graph need not be connected to them. By the previous step, \((A^k)_{uv}=0\) for \(k<d\), while \((A^d)_{uv}\neq 0\).

Let \(p(X)=\sum_{i=0}^m a_iX^i\) with \(a_m\neq 0\) and \(m\le d\). Multiply \(p(A)\) by \(A^{d-m}\) and take the \((u,v)\) entry:

\[
\bigl(A^{d-m}p(A)\bigr)_{uv}=\sum_{i=0}^{m}a_i\,(A^{d-m+i})_{uv}=a_m\,(A^d)_{uv}\neq 0.
\]

Every term with \(i<m\) has an exponent below \(d\) and vanishes. Hence \(p(A)\neq 0\). In the code, `hlow` and `htop` are the two facts about powers, and `he` is the entry that would have to vanish if \(p(A)\) were zero.

```lean
/-- If two vertices are at distance `d`, no nonzero polynomial of degree at most `d`
annihilates the adjacency matrix. -/
theorem aeval_adj_ne_zero (G : SimpleGraph V) [DecidableRel G.Adj] {u v : V} {d : ℕ}
    (h : G.edist u v = d) {p : ℝ[X]} (hp : p ≠ 0) (hd : p.natDegree ≤ d) :
    aeval (G.adjMatrix ℝ) p ≠ 0 := by
  intro h0
  have hlow : ∀ k < d, (G.adjMatrix ℝ ^ k) u v = 0 := by
    intro k hk
    by_contra hne
    obtain ⟨w, hw⟩ := (adj_pow_ne_zero_iff G k u v).1 hne
    have hle := SimpleGraph.edist_le w
    rw [h, hw] at hle
    exact not_le_of_gt hk (by exact_mod_cast hle)
  have htop : (G.adjMatrix ℝ ^ d) u v ≠ 0 := by
    obtain ⟨w, hw⟩ := SimpleGraph.exists_walk_of_edist_ne_top
      (show G.edist u v ≠ ⊤ by rw [h]; exact ENat.natCast_ne_top d)
    rw [h] at hw
    exact (adj_pow_ne_zero_iff G d u v).2 ⟨w, by exact_mod_cast hw⟩
  -- raise the degree to exactly `d` and read off the `(u, v)` entry
  have he : (G.adjMatrix ℝ ^ (d - p.natDegree) * aeval (G.adjMatrix ℝ) p) u v = 0 := by
    rw [h0, mul_zero, Matrix.zero_apply]
  rw [aeval_eq_sum_range, Finset.mul_sum, Matrix.sum_apply, Finset.sum_range_succ,
    Finset.sum_eq_zero, zero_add, mul_smul_comm, ← pow_add, Nat.sub_add_cancel hd,
    Matrix.smul_apply, smul_eq_mul] at he
  · exact mul_ne_zero (leadingCoeff_ne_zero.2 hp) htop he
  · intro i hi
    have hi' := Finset.mem_range.1 hi
    rw [mul_smul_comm, ← pow_add, Matrix.smul_apply, hlow _ (by omega), smul_zero]
```

A linear relation \(\sum_{k=0}^d g_kA^k=0\) says that \(p(X)=\sum_k g_kX^k\) annihilates \(A\). Its degree is at most \(d\), so \(p=0\) and every \(g_k\) is zero. The index type `Fin (d + 1)` runs over \(0,\dots,d\).

```lean
/-- If two vertices are at distance `d`, the matrices `I, A, ..., A^d` are linearly
independent. -/
theorem linearIndependent_adj_pow (G : SimpleGraph V) [DecidableRel G.Adj] {u v : V} {d : ℕ}
    (h : G.edist u v = d) :
    LinearIndependent ℝ (fun k : Fin (d + 1) => G.adjMatrix ℝ ^ (k : ℕ)) := by
  rw [Fintype.linearIndependent_iff]
  intro g hg j
  -- a linear relation is a polynomial of degree at most `d` that annihilates `A`
  have hp : (∑ i : Fin (d + 1), monomial (i : ℕ) (g i)) = 0 := by
    by_contra hne
    refine aeval_adj_ne_zero G h hne ?_ ?_
    · exact natDegree_sum_le_of_forall_le _ _ fun i _ =>
        (natDegree_monomial_le _).trans (by omega)
    · rw [map_sum, ← hg]
      exact Finset.sum_congr rfl fun i _ => by rw [aeval_monomial, ← Algebra.smul_def]
  have hc := congrArg (fun q : ℝ[X] => q.coeff (j : ℕ)) hp
  simpa [Polynomial.finsetSum_coeff, coeff_monomial, Fin.val_inj] using hc
```

## Distinct levels supply an annihilating polynomial

If \(Mc=Ec\), then \(M^{n+1}c=M^n(Ec)=E^{n+1}c\) by induction, and by linearity \(p(M)c=p(E)c\) for every polynomial \(p\).

```lean
/-- On a solution of `M c = E c`, a polynomial in `M` acts as its value at `E`. -/
theorem aeval_mulVec {M : Matrix V V ℝ} {c : V → ℝ} {E : ℝ} (h : M *ᵥ c = E • c)
    (p : ℝ[X]) : (aeval M p) *ᵥ c = p.eval E • c := by
  have hpow : ∀ n : ℕ, (M ^ n) *ᵥ c = E ^ n • c := by
    intro n
    induction n with
    | zero => simp
    | succ n ih =>
      rw [pow_succ, ← Matrix.mulVec_mulVec, h, Matrix.mulVec_smul, ih, smul_smul, ← pow_succ']
  induction p using Polynomial.induction_on' with
  | add p q hp hq => rw [map_add, Matrix.add_mulVec, hp, hq, eval_add, add_smul]
  | monomial n a =>
    rw [aeval_monomial, ← Algebra.smul_def, Matrix.smul_mulVec, hpow, smul_smul, eval_monomial]
```

Let \(M\) be real symmetric, which is what `IsHermitian` means for a real matrix. Let \(S\) be the set of its distinct eigenvalues and put

\[
q(X)=\prod_{a\in S}(X-a).
\]

For an eigenvector \(c_j\) with eigenvalue \(E_j\), \(q(M)c_j=q(E_j)c_j=0\). The eigenvectors form a basis, so \(q(M)=0\).

The set \(S\) contains exactly the levels. Each of its members has a nonzero eigenvector. In the other direction, \(Mc=Ec\) with \(c\neq 0\) gives \(0=q(M)c=q(E)c\), so \(q(E)=0\) and \(E\in S\).

```lean
/-- A real symmetric matrix has finitely many levels, and the product of `X - E` over its
distinct levels annihilates it. -/
theorem exists_annihilating {M : Matrix V V ℝ} (hM : M.IsHermitian) :
    ∃ S : Finset ℝ, (S : Set ℝ) = levels M ∧ aeval M (∏ a ∈ S, (X - C a)) = 0 := by
  let S : Finset ℝ := Finset.univ.image hM.eigenvalues
  have key : aeval M (∏ a ∈ S, (X - C a)) = 0 := by
    have hb : ∀ j, (aeval M (∏ a ∈ S, (X - C a))) *ᵥ (hM.eigenvectorBasis j).ofLp = 0 := by
      intro j
      rw [aeval_mulVec (hM.mulVec_eigenvectorBasis j), eval_prod,
        Finset.prod_eq_zero (Finset.mem_image_of_mem _ (Finset.mem_univ j)) (by simp), zero_smul]
    -- a matrix that vanishes on the eigenvector basis is zero
    have hf : (aeval M (∏ a ∈ S, (X - C a))).mulVecLin ∘ₗ
        (WithLp.linearEquiv 2 ℝ (V → ℝ)).toLinearMap = 0 :=
      hM.eigenvectorBasis.toBasis.ext fun j => by
        rw [OrthonormalBasis.coe_toBasis]
        exact hb j
    ext i j
    have hij := congrFun (LinearMap.congr_fun hf (WithLp.toLp 2 (Pi.single j 1))) i
    simpa using hij
  refine ⟨S, ?_, key⟩
  ext E
  constructor
  · intro hE
    obtain ⟨j, _, rfl⟩ := Finset.mem_image.1 (Finset.mem_coe.1 hE)
    refine ⟨(hM.eigenvectorBasis j).ofLp, fun h0 => ?_, hM.mulVec_eigenvectorBasis j⟩
    exact hM.eigenvectorBasis.orthonormal.ne_zero j (by ext i; exact congrFun h0 i)
  · rintro ⟨c, hc, h⟩
    have h1 := aeval_mulVec h (∏ a ∈ S, (X - C a))
    rw [key, Matrix.zero_mulVec] at h1
    have h2 := (smul_eq_zero.1 h1.symm).resolve_right hc
    rw [eval_prod] at h2
    obtain ⟨a, ha, h3⟩ := Finset.prod_eq_zero_iff.1 h2
    rw [eval_sub, eval_X, eval_C] at h3
    rw [sub_eq_zero.1 h3]
    exact ha
```

For \(M=A\), the polynomial \(q\) is monic, hence nonzero, and its degree is the number of levels. If that number were at most \(d\), \(q\) would be a polynomial of the kind already excluded. So there are at least \(d+1\) levels, counted by `ncard`.

```lean
/-- If two vertices of a finite simple graph are at distance `d`, its adjacency matrix has at
least `d + 1` distinct real eigenvalues. -/
theorem succ_le_ncard_levels (G : SimpleGraph V) [DecidableRel G.Adj] {u v : V} {d : ℕ}
    (h : G.edist u v = d) : d + 1 ≤ (levels (G.adjMatrix ℝ)).ncard := by
  have hM : (G.adjMatrix ℝ).IsHermitian := by
    ext i j
    simp [SimpleGraph.adjMatrix_apply, G.adj_comm]
  obtain ⟨S, hS, h0⟩ := exists_annihilating hM
  have hcard : (S : Set ℝ).ncard = S.card := by simp
  rw [← hS, hcard]
  by_contra hlt
  -- too few levels would give an annihilating polynomial of degree at most `d`
  refine aeval_adj_ne_zero G h (monic_prod_of_monic S _ fun a _ => monic_X_sub_C a).ne_zero ?_ h0
  rw [natDegree_prod_of_monic S _ fun a _ => monic_X_sub_C a]
  simp only [natDegree_X_sub_C, Finset.sum_const, smul_eq_mul, mul_one]
  omega
```

## From adjacency eigenvalues to Hückel energies

Write \(H=\alpha I+\beta A\), so that \(Hc=\alpha c+\beta Ac\). If \(Ac=xc\), then \(Hc=(\alpha+\beta x)c\). If \(Hc=Ec\) and \(\beta\neq 0\), then \(Ac=xc\) with \(x=(E-\alpha)/\beta\). The condition \(\beta\neq0\) means that bonded orbitals really couple; without coupling every orbital stays at \(\alpha\). The sign of \(\beta\) plays no role.

```lean
/-- For `β ≠ 0` the Hückel energies are exactly the numbers `α + β x` with `x` an adjacency
eigenvalue. -/
theorem levels_huckel (G : SimpleGraph V) [DecidableRel G.Adj] (α : ℝ) {β : ℝ} (hβ : β ≠ 0) :
    levels (huckel G α β) = (fun x => α + β * x) '' levels (G.adjMatrix ℝ) := by
  have hH : ∀ c : V → ℝ, huckel G α β *ᵥ c = α • c + β • (G.adjMatrix ℝ *ᵥ c) := by
    intro c
    rw [huckel, Matrix.add_mulVec, Matrix.smul_mulVec, Matrix.smul_mulVec, Matrix.one_mulVec]
  ext E
  constructor
  · rintro ⟨c, hc, h⟩
    have hE : β * ((E - α) / β) = E - α := by field_simp
    refine ⟨(E - α) / β, ⟨c, hc, ?_⟩, by linarith⟩
    rw [hH] at h
    ext i
    have hi := congrFun h i
    simp only [Pi.add_apply, Pi.smul_apply, smul_eq_mul] at hi ⊢
    rw [div_mul_eq_mul_div, eq_div_iff hβ]
    linear_combination hi
  · rintro ⟨x, ⟨c, hc, h⟩, rfl⟩
    refine ⟨c, hc, ?_⟩
    show _ = (α + β * x) • c
    rw [hH, h]
    module
```

The map \(x\mapsto\alpha+\beta x\) is injective for \(\beta\neq 0\), so distinct eigenvalues give distinct energies and the count carries over.

```lean
/-- If two atoms are at distance `d` and `β ≠ 0`, the Hückel Hamiltonian has at least `d + 1`
distinct energies. -/
theorem succ_le_ncard_huckel (G : SimpleGraph V) [DecidableRel G.Adj] {u v : V} {d : ℕ}
    (h : G.edist u v = d) (α : ℝ) {β : ℝ} (hβ : β ≠ 0) :
    d + 1 ≤ (levels (huckel G α β)).ncard := by
  rw [levels_huckel G α hβ, Set.ncard_image_of_injective]
  · exact succ_le_ncard_levels G h
  · intro x y hxy
    exact mul_left_cancel₀ hβ (add_left_cancel hxy)
```

Take a square of four atoms with equal bonds, the Hückel model of square cyclobutadiene, numbered around the ring. Atoms 1 and 3 are at distance \(d=2\), and

\[
A=\begin{pmatrix}0&1&0&1\\1&0&1&0\\0&1&0&1\\1&0&1&0\end{pmatrix},\qquad
A^2=\begin{pmatrix}2&0&2&0\\0&2&0&2\\2&0&2&0\\0&2&0&2\end{pmatrix}.
\]

The \((1,3)\) entries of \(I\), \(A\), \(A^2\) are \(0,0,2\). The next power is \(A^3=4A\), so \(X^3-4X=X(X-2)(X+2)\) annihilates \(A\). The eigenvalues are \(2,0,0,-2\), and the energies are \(\alpha+2\beta\), \(\alpha\) (twice) and \(\alpha-2\beta\): three distinct levels, exactly \(d+1\).

## Complete graphs attain the bound at distance one

In a complete graph on \(n\) vertices every pair is bonded. With \(s=\sum_j c_j\), the eigenvalue equation reads

\[
(Ac)_i=s-c_i=E\,c_i .
\]

Suppose \(E\neq-1\). If \(s\) were zero, \((E+1)c_i=0\) would force \(c=0\); so \(s\neq 0\). Summing over \(i\) gives \((n-1)s=Es\), hence \(E=n-1\).

Both values occur when there are two distinct vertices \(u\) and \(v\). With \(e_u\) the unit vector on \(u\), the normalised vector \((e_u-e_v)/\sqrt2\) has eigenvalue \(-1\), and \((1,\dots,1)/\sqrt n\) has eigenvalue \(n-1\). The code uses both without their normalising factors.

```lean
/-- A complete graph on `n` vertices, two of them distinct, has exactly the adjacency
eigenvalues `-1` and `n - 1`. -/
theorem levels_complete {u v : V} (huv : u ≠ v) :
    levels ((⊤ : SimpleGraph V).adjMatrix ℝ) = {-1, (Fintype.card V : ℝ) - 1} := by
  have hA : ∀ (c : V → ℝ) (i : V),
      ((⊤ : SimpleGraph V).adjMatrix ℝ *ᵥ c) i = (∑ j, c j) - c i := by
    intro c i
    calc ((⊤ : SimpleGraph V).adjMatrix ℝ *ᵥ c) i
        = ∑ j, (c j - if i = j then c j else 0) :=
          Finset.sum_congr rfl fun j _ => by
            by_cases h : i = j <;> simp [SimpleGraph.adjMatrix_apply, h]
      _ = (∑ j, c j) - c i := by simp [Finset.sum_sub_distrib]
  ext E
  rw [Set.mem_insert_iff, Set.mem_singleton_iff]
  constructor
  · rintro ⟨c, hc, h⟩
    have hi : ∀ i, (∑ j, c j) - c i = E * c i := by
      intro i
      rw [← hA, h]
      rfl
    by_cases hE : E = -1
    · exact Or.inl hE
    right
    have hs : (∑ j, c j) ≠ 0 := by
      intro h0
      apply hc
      ext i
      have h1 := hi i
      rw [h0] at h1
      have h2 : (E + 1) * c i = 0 := by linarith
      exact (mul_eq_zero.1 h2).resolve_left fun h3 => hE (by linarith)
    -- sum the eigenvalue equation over all vertices
    have ht := Finset.sum_congr rfl fun i (_ : i ∈ Finset.univ) => hi i
    rw [Finset.sum_sub_distrib, Finset.sum_const, ← Finset.mul_sum, Finset.card_univ,
      nsmul_eq_mul] at ht
    exact mul_right_cancel₀ hs (by linarith)
  · rintro (rfl | rfl)
    · refine ⟨Pi.single u 1 - Pi.single v 1, fun h0 => ?_, ?_⟩
      · have hu := congrFun h0 u
        simp [huv] at hu
      · have hsum : ∑ j, (Pi.single u 1 - Pi.single v 1 : V → ℝ) j = 0 := by
          simp [Finset.sum_sub_distrib]
        ext i
        rw [hA, hsum, Pi.smul_apply, smul_eq_mul]
        ring
    · refine ⟨fun _ => 1, fun h0 => one_ne_zero (congrFun h0 u), ?_⟩
      ext i
      rw [hA]
      simp
```

Distinct vertices are at distance \(1\), and \(-1\neq n-1\) because \(n>0\). There are thus exactly two levels, which is \(d+1\) for \(d=1\).

```lean
/-- The bound is attained: distinct vertices of a complete graph are at distance `1`, and its
adjacency matrix has exactly two distinct eigenvalues. -/
theorem bound_attained {u v : V} (huv : u ≠ v) :
    (⊤ : SimpleGraph V).edist u v = 1 ∧
      (levels ((⊤ : SimpleGraph V).adjMatrix ℝ)).ncard = 2 := by
  refine ⟨SimpleGraph.edist_eq_one_iff_adj.2 huv, ?_⟩
  have hpos : (0 : ℝ) < Fintype.card V := by
    exact_mod_cast Fintype.card_pos_iff.2 ⟨u⟩
  rw [levels_complete huv]
  exact Set.ncard_pair (by intro h; linarith)

end HuckelDistinctLevels
```

```lean
#print axioms HuckelDistinctLevels.linearIndependent_adj_pow
#print axioms HuckelDistinctLevels.succ_le_ncard_levels
#print axioms HuckelDistinctLevels.succ_le_ncard_huckel
#print axioms HuckelDistinctLevels.bound_attained
```

```
'HuckelDistinctLevels.linearIndependent_adj_pow' depends on axioms: [propext, Classical.choice, Quot.sound]
'HuckelDistinctLevels.succ_le_ncard_levels' depends on axioms: [propext, Classical.choice, Quot.sound]
'HuckelDistinctLevels.succ_le_ncard_huckel' depends on axioms: [propext, Classical.choice, Quot.sound]
'HuckelDistinctLevels.bound_attained' depends on axioms: [propext, Classical.choice, Quot.sound]
```
